# Gapped aufbau iterations with an equivariant Fock map keep the symmetry of their starting density

An unrestricted Hartree–Fock calculation on a stretched hydrogen molecule can start from a mirror-symmetric density although a solution of lower energy, with one spin on each atom, breaks the mirror symmetry. In a finite orbital basis the iteration stays symmetric as long as the Fock map treats mirror-related densities alike and every step fills the levels below a gap.

```lean
import Mathlib

open Matrix

namespace SCFSymmetry

noncomputable section

variable {n : Type*} [Fintype n] [DecidableEq n]

/-- `P` is the aufbau projector of the Hermitian matrix `H` with a gap at `μ`: it is Hermitian,
keeps eigenvectors below `μ`, annihilates those above, and no level lies at `μ`. -/
structure IsAufbau (H : Matrix n n ℂ) (μ : ℝ) (P : Matrix n n ℂ) : Prop where
  herm : P.IsHermitian
  below : ∀ (v : n → ℂ) (ε : ℝ), H *ᵥ v = ε • v → ε < μ → P *ᵥ v = v
  above : ∀ (v : n → ℂ) (ε : ℝ), H *ᵥ v = ε • v → μ < ε → P *ᵥ v = 0
  gap : ∀ v : n → ℂ, H *ᵥ v = μ • v → v = 0

/-- The eigenvectors of a Hermitian matrix can be chosen as the columns of a unitary matrix. -/
theorem exists_eigenbasis {H : Matrix n n ℂ} (hH : H.IsHermitian) :
    ∃ V ∈ Matrix.unitaryGroup n ℂ,
      ∀ j, H *ᵥ (fun i => V i j) = hH.eigenvalues j • fun i => V i j :=
  ⟨hH.eigenvectorUnitary, hH.eigenvectorUnitary.2, fun j => by
    simpa only [Matrix.IsHermitian.eigenvectorUnitary_apply] using hH.mulVec_eigenvectorBasis j⟩

/-- Two matrices that agree on all eigenvectors of a Hermitian matrix are equal. -/
theorem eq_of_eigenvectors {H A B : Matrix n n ℂ} (hH : H.IsHermitian)
    (h : ∀ (v : n → ℂ) (ε : ℝ), H *ᵥ v = ε • v → A *ᵥ v = B *ᵥ v) : A = B := by
  obtain ⟨V, hV, hv⟩ := exists_eigenbasis hH
  have h1 : V * star V = 1 := Matrix.mem_unitaryGroup_iff.mp hV
  have h2 : A * V = B * V := by
    ext i j
    simpa only [Matrix.mul_apply, Matrix.mulVec, dotProduct] using congrFun (h _ _ (hv j)) i
  calc A = A * V * star V := by rw [mul_assoc, h1, mul_one]
    _ = B := by rw [h2, mul_assoc, h1, mul_one]

/-- The trace of the aufbau projector of a Hermitian matrix is the number `N` of eigenvalues
below the gap, counted with multiplicity. -/
theorem aufbau_trace {H P : Matrix n n ℂ} {μ : ℝ} (hH : H.IsHermitian) (hP : IsAufbau H μ P) :
    P.trace = ((Finset.univ.filter fun j => hH.eigenvalues j < μ).card : ℂ) := by
  obtain ⟨V, hV, hv⟩ := exists_eigenbasis hH
  have h1 : V * star V = 1 := Matrix.mem_unitaryGroup_iff.mp hV
  have h2 : star V * V = 1 := Matrix.mem_unitaryGroup_iff'.mp hV
  -- in the eigenbasis, `P` is diagonal with occupations one and zero
  have h3 : P * V = V * diagonal (fun j => if hH.eigenvalues j < μ then (1 : ℂ) else 0) := by
    ext i j
    have h4 : P *ᵥ (fun i => V i j) =
        (if hH.eigenvalues j < μ then (1 : ℂ) else 0) • fun i => V i j := by
      rcases lt_trichotomy (hH.eigenvalues j) μ with h | h | h
      · rw [if_pos h, one_smul]
        exact hP.below _ _ (hv j) h
      · rw [hP.gap _ ((hv j).trans (by rw [h])), Matrix.mulVec_zero, smul_zero]
      · rw [if_neg (not_lt_of_ge h.le), zero_smul]
        exact hP.above _ _ (hv j) h
    rw [Matrix.mul_diagonal]
    refine Eq.trans ?_ (mul_comm _ _)
    simpa only [Matrix.mul_apply, Matrix.mulVec, dotProduct, Pi.smul_apply, smul_eq_mul]
      using congrFun h4 i
  calc P.trace = (P * V * star V).trace := by rw [mul_assoc, h1, mul_one]
    _ = (diagonal (fun j => if hH.eigenvalues j < μ then (1 : ℂ) else 0)).trace := by
      rw [h3, Matrix.trace_mul_comm, ← mul_assoc, h2, one_mul]
    _ = _ := by simp [Matrix.trace_diagonal]

/-- The aufbau projector of a Hermitian matrix commutes with every matrix that commutes
with that Hermitian matrix. -/
theorem aufbau_commutes {H P U : Matrix n n ℂ} {μ : ℝ} (hH : H.IsHermitian)
    (hP : IsAufbau H μ P) (hU : H * U = U * H) : U * P = P * U := by
  refine eq_of_eigenvectors hH fun v ε hv => ?_
  -- `U` maps an eigenvector to the same level
  have hUv : H *ᵥ (U *ᵥ v) = ε • (U *ᵥ v) := by
    rw [Matrix.mulVec_mulVec, hU, ← Matrix.mulVec_mulVec, hv, Matrix.mulVec_smul]
  rw [← Matrix.mulVec_mulVec, ← Matrix.mulVec_mulVec]
  rcases lt_trichotomy ε μ with h | h | h
  · rw [hP.below v ε hv h, hP.below _ ε hUv h]
  · rw [hP.gap v (hv.trans (by rw [h]))]
    simp only [Matrix.mulVec_zero]
  · rw [hP.above v ε hv h, hP.above _ ε hUv h, Matrix.mulVec_zero]

/-- If the Fock map preserves Hermiticity and is equivariant under a unitary `U`, the Hermitian
starting density commutes with `U`, and every step fills the levels below a gap, then all
densities of the self-consistent-field iteration commute with `U`. -/
theorem scf_preserves_symmetry {U : Matrix n n ℂ} (hU : U ∈ Matrix.unitaryGroup n ℂ)
    (F : Matrix n n ℂ → Matrix n n ℂ) (hFh : ∀ D, D.IsHermitian → (F D).IsHermitian)
    (hF : ∀ D, D.IsHermitian → F (U * D * Uᴴ) = U * F D * Uᴴ)
    (P : ℕ → Matrix n n ℂ) (μ : ℕ → ℝ) (h0 : (P 0).IsHermitian) (hc : U * P 0 = P 0 * U)
    (hstep : ∀ k, IsAufbau (F (P k)) (μ k) (P (k + 1))) (k : ℕ) : U * P k = P k * U := by
  have h1 : Uᴴ * U = 1 := Matrix.mem_unitaryGroup_iff'.mp hU
  have h2 : U * Uᴴ = 1 := Matrix.mem_unitaryGroup_iff.mp hU
  have hh : ∀ k, (P k).IsHermitian := by
    rintro (_ | k)
    exacts [h0, (hstep k).herm]
  induction k with
  | zero => exact hc
  | succ k ih =>
    have hk : U * P k * Uᴴ = P k := by rw [ih, mul_assoc, h2, mul_one]
    -- a symmetric density gives a symmetric Fock matrix
    have hFk : U * F (P k) * Uᴴ = F (P k) := by rw [← hF _ (hh k), hk]
    refine aufbau_commutes (hFh _ (hh k)) (hstep k) ?_
    calc F (P k) * U = U * F (P k) * Uᴴ * U := by rw [hFk]
      _ = U * F (P k) := by rw [mul_assoc _ Uᴴ U, h1, mul_one]

/-- The mirror operation that exchanges the two sites of a dimer. -/
def mirror : Matrix (Fin 2) (Fin 2) ℂ := !![0, 1; 1, 0]

/-- The projector onto the even combination of the two sites. -/
def bond : Matrix (Fin 2) (Fin 2) ℂ := !![1/2, 1/2; 1/2, 1/2]

/-- Mean-field Fock matrix of the Hubbard dimer with hopping `t` and on-site repulsion `u`, when
both spins have the same density matrix `D`. -/
def hubbardFock (t u : ℝ) (D : Matrix (Fin 2) (Fin 2) ℂ) : Matrix (Fin 2) (Fin 2) ℂ :=
  !![u * D 0 0, -t; -t, u * D 1 1]

/-- For positive hopping, the Fock map of the Hubbard dimer preserves Hermiticity and is
equivariant under the unitary mirror, and the mirror-symmetric bond projector is the aufbau
projector of its own Fock matrix. -/
theorem hubbardDimer_witness (t u : ℝ) (ht : 0 < t) :
    mirror ∈ Matrix.unitaryGroup (Fin 2) ℂ ∧
    (∀ D, D.IsHermitian → (hubbardFock t u D).IsHermitian) ∧
    (∀ D, hubbardFock t u (mirror * D * mirrorᴴ) = mirror * hubbardFock t u D * mirrorᴴ) ∧
    mirror * bond = bond * mirror ∧ IsAufbau (hubbardFock t u bond) (u / 2) bond := by
  have hb : ∀ (v : Fin 2 → ℂ) i, (bond *ᵥ v) i = (v 0 + v 1) / 2 := fun v i => by
    fin_cases i <;> simp [bond, Matrix.mulVec, dotProduct, Fin.sum_univ_two] <;> ring
  -- the even and odd parts of an eigenvector decouple
  have hs : ∀ (v : Fin 2 → ℂ) (ε : ℝ), hubbardFock t u bond *ᵥ v = ε • v →
      ((u / 2 - t - ε : ℝ) : ℂ) * (v 0 + v 1) = 0 ∧
      ((u / 2 + t - ε : ℝ) : ℂ) * (v 0 - v 1) = 0 := fun v ε h => by
    have h0 := congrFun h 0
    have h1 := congrFun h 1
    simp [hubbardFock, bond, Matrix.mulVec, dotProduct, Fin.sum_univ_two] at h0 h1
    push_cast
    exact ⟨by linear_combination h0 + h1, by linear_combination h0 - h1⟩
  have even0 : ∀ (v : Fin 2 → ℂ) (ε : ℝ), hubbardFock t u bond *ᵥ v = ε • v →
      u / 2 ≤ ε → v 0 + v 1 = 0 := fun v ε h hε =>
    (mul_eq_zero.mp (hs v ε h).1).resolve_left
      (Complex.ofReal_ne_zero.mpr (show u / 2 - t - ε < 0 by linarith).ne)
  have odd0 : ∀ (v : Fin 2 → ℂ) (ε : ℝ), hubbardFock t u bond *ᵥ v = ε • v →
      ε ≤ u / 2 → v 0 - v 1 = 0 := fun v ε h hε =>
    (mul_eq_zero.mp (hs v ε h).2).resolve_left
      (Complex.ofReal_ne_zero.mpr (show 0 < u / 2 + t - ε by linarith).ne')
  refine ⟨?_, fun D hD => ?_, fun D => ?_, ?_, ?_, fun v ε h hε => ?_, fun v ε h hε => ?_,
    fun v h => ?_⟩
  · rw [Matrix.mem_unitaryGroup_iff]
    ext i j
    fin_cases i <;> fin_cases j <;>
      simp [mirror, Matrix.mul_apply, Fin.sum_univ_two, Matrix.star_apply]
  · have h0 : (starRingEnd ℂ) (D 0 0) = D 0 0 := hD.apply 0 0
    have h1 : (starRingEnd ℂ) (D 1 1) = D 1 1 := hD.apply 1 1
    refine Matrix.IsHermitian.ext fun i j => ?_
    fin_cases i <;> fin_cases j <;> simp [hubbardFock, h0, h1]
  · ext i j
    fin_cases i <;> fin_cases j <;>
      simp [mirror, hubbardFock, Matrix.mul_apply, Matrix.vecMul, dotProduct, Fin.sum_univ_two]
  · ext i j
    fin_cases i <;> fin_cases j <;> simp [mirror, bond, Matrix.mul_apply, Fin.sum_univ_two]
  · refine Matrix.IsHermitian.ext fun i j => ?_
    fin_cases i <;> fin_cases j <;> simp [bond]
  · have h1 := odd0 v ε h hε.le
    exact funext (Fin.forall_fin_two.mpr
      ⟨by rw [hb]; linear_combination (-1 / 2) * h1, by rw [hb]; linear_combination (1 / 2) * h1⟩)
  · ext i
    simp [hb, even0 v ε h hε.le]
  · have h1 := even0 v _ h le_rfl
    have h2 := odd0 v _ h le_rfl
    exact funext (Fin.forall_fin_two.mpr
      ⟨by show v 0 = 0; linear_combination (1 / 2) * h1 + (1 / 2) * h2,
       by show v 1 = 0; linear_combination (1 / 2) * h1 - (1 / 2) * h2⟩)

end

end SCFSymmetry
```

```lean
#print axioms SCFSymmetry.aufbau_trace
#print axioms SCFSymmetry.scf_preserves_symmetry
```

```
'SCFSymmetry.aufbau_trace' depends on axioms: [propext, Classical.choice, Quot.sound]
'SCFSymmetry.scf_preserves_symmetry' depends on axioms: [propext, Classical.choice, Quot.sound]
```

## What is iterated, and what is conserved

The main theorem is `scf_preserves_symmetry`. It concerns a sequence of density matrices P(0), P(1), P(2), … and a matrix U that represents a symmetry operation. From the density P(k) one builds the Fock matrix F(P(k)), and P(k+1) is the projector onto its levels below a gap. The theorem says that if U commutes with P(0), then

U P(k) = P(k) U for every k.

The index type `n` labels a finite orthonormal set of orbitals, or of spin-orbitals if the two spins are to have different densities. The hypotheses read as follows.

- `hU`: U is unitary. Its adjoint U† is written `Uᴴ` in Lean.
- `hFh`: a Hermitian density gives a Hermitian Fock matrix.
- `hF`: F(U D U†) = U F(D) U† for every Hermitian D. This is equivariance: transforming the density transforms the mean field in the same way. It stands for a one-electron Hamiltonian and an electron repulsion that are unchanged by U, in a basis that U maps into its own span. It is assumed here for a general F.
- `h0` and `hc`: the starting density is Hermitian and commutes with U. It need not be a projector, so P(0) = 0, which starts from the Fock matrix of an empty system, is allowed.
- `hstep`: P(k+1) is the aufbau projector of F(P(k)) with a gap at the energy μ(k).

The last condition is spelled out by `IsAufbau H μ P`. Whenever H v = ε v with real ε, the matrix P keeps v if ε < μ and annihilates it if ε > μ, and no nonzero v has ε = μ. The letter μ thus denotes any energy inside the gap, which may change from step to step.

The number N of occupied levels does not appear in this definition. The theorem `aufbau_trace` recovers it: for Hermitian H, the trace of P is the number of eigenvalues below μ, counted with multiplicity. This is the number of electrons if `n` labels spin-orbitals, and the number of electrons of each spin if it labels spatial orbitals that both spins occupy alike. A calculation that fills the N lowest levels at every step, with some levels filled and some empty, is covered if the N-th eigenvalue lies strictly below the next one at every step; μ(k) is then any energy strictly between the two. An unrestricted calculation that fixes the number of electrons of each spin separately is covered in this form if, at every step, one energy μ(k) separates the filled from the empty levels of both spins together.

## Where this bears on electronic structure

For plain aufbau iterations in a finite basis with an equivariant Fock map and a gap at every step, a symmetric guess cannot lead to a symmetry-broken density at any step, even if one of lower energy exists. Finding such a solution by this iteration takes a starting density that already breaks the symmetry. The theorem says nothing about whether the iteration converges, or whether a symmetric solution is stable.

It treats one unitary U at a time, so for a symmetry group it is applied to each element. Time reversal, which is antiunitary, is not of this form. The step to a running program also remains open: such a program rounds its numbers and often builds the next Fock matrix from several earlier ones, and `hstep` describes neither.

## Why a filled set of levels inherits the symmetry

Take a Hermitian H that commutes with U, and let P be its aufbau projector with a gap at μ. If H v = ε v, then

H (U v) = U H v = ε (U v),

so U v belongs to the same level as v. There are three cases.

- If ε < μ, then P keeps both vectors, and U P v = U v = P U v.
- If ε > μ, then P annihilates both, and U P v = 0 = P U v.
- If ε = μ, then v = 0 and both sides vanish.

The eigenvectors of H span the whole space, hence U P = P U. A degenerate level does no harm: U may mix its orbitals, but they are all occupied or all empty.

It remains to see that a symmetric density gives a symmetric Fock matrix. If U P(k) = P(k) U, then

U P(k) U† = P(k) U U† = P(k).

Equivariance now gives

F(P(k)) = F(U P(k) U†) = U F(P(k)) U†,

and multiplication by U from the right yields F(P(k)) U = U F(P(k)). By the first argument, P(k+1) commutes with U. Since P(0) does so by assumption, induction gives the result for all k.

For the trace, let V be the unitary matrix whose columns are eigenvectors of H, and let f be the diagonal matrix with entry 1 for each level below μ and 0 for each level above. The definition of P says P V = V f, so

tr P = tr(V f V†) = tr(f V† V) = tr f,

which is the number of levels below the gap.

## How the Lean proof is assembled

`exists_eigenbasis` supplies the matrix V from Mathlib's spectral theorem. `eq_of_eigenvectors` expresses the fact that eigenvectors span the space: if A and B agree on every eigenvector, then A V = B V, and multiplication by V† gives A = B.

`aufbau_commutes` applies this lemma to U P and P U. Its `hUv` is the statement that U v stays in the same level, and `lt_trichotomy` produces the three cases above. Unitarity of U is not used there. It enters in `scf_preserves_symmetry`, where `induction k` carries the argument from one density to the next: `hk` is the invariance of P(k), `hFk` that of the Fock matrix, and the final `calc` turns the latter into a commutation relation. The auxiliary statement `hh` records that all densities are Hermitian, as equivariance is assumed only for those.

`aufbau_trace` follows the trace calculation, with P V = V f as `h3`. The main theorem does not depend on it.

## The Hubbard dimer, and the limit of no hopping

The theorem `hubbardDimer_witness` gives a concrete system that meets the hypotheses. Two sites, numbered 0 and 1, are joined by hopping t > 0 and have on-site repulsion u. With one electron of each spin and equal densities D for both spins, an electron on a site feels u times the density of the other spin there. The Fock matrix therefore has diagonal entries u D₀₀ and u D₁₁ and off-diagonal entries −t. The matrix `mirror` exchanges the sites, and thereby the two diagonal entries, which is the required equivariance.

The symmetric density `bond` has all four entries equal to 1/2. Its Fock matrix has u/2 on the diagonal, so an eigenvector with components v₀, v₁ and energy ε satisfies, after adding and subtracting the two rows,

(u/2 − t − ε)(v₀ + v₁) = 0,
(u/2 + t − ε)(v₀ − v₁) = 0.

This is `hs` in the proof. If ε ≤ u/2, the second bracket is positive and v₀ = v₁; if ε ≥ u/2, the first is negative and v₀ = −v₁. Hence `bond` keeps the eigenvectors below u/2 and annihilates those above, and at u/2 itself only v = 0 remains. The normalised orbitals are (1, 1)/√2 at u/2 − t and (1, −1)/√2 at u/2 + t. So `bond` reproduces itself, and the constant sequence P(k) = `bond` with μ(k) = u/2 is an instance of the main theorem.

The gap is 2t and closes as t goes to 0. At t = 0 the Fock matrix of `bond` is u/2 times the identity, and every orbital is a lowest one. Filling the orbital on site 0 is then a permitted choice if one asks only for a lowest orbital, and the resulting density does not commute with the mirror. Occupying lowest orbitals without a gap is therefore not enough to preserve the symmetry.
